# Two sets of primitive vectors generate the same lattice exactly when an integer matrix of determinant ±1 relates them

Let the columns of the invertible real matrices $A$ and $A'$ be two sets of primitive vectors. They generate the same lattice if and only if $A' = AU$, where $U$ is an integer matrix with $\det U = \pm 1$. I rely on this whenever I replace one primitive cell by another, but I have only seen it argued in a line or two. What does the full derivation look like, and can it be made rigorous in Lean 4, so that a machine checks it?

## The change of basis has to be invertible over the integers

Yes, and it is enough to assume $\det A \neq 0$: the invertibility of $A'$ then follows from either side of the equivalence. Write $A\mathbb{Z}^n$ for the set of all points $Am$ with $m$ an integer vector. The derivation treats one inclusion at a time.

**One lattice inside another.** The claim is that $A'\mathbb{Z}^n \subseteq A\mathbb{Z}^n$ exactly when $A' = AM$ for some integer matrix $M$.

Suppose the inclusion holds. Column $j$ of $A'$ is $A'e_j$, with $e_j$ the $j$-th unit vector, so it is a point of $A'\mathbb{Z}^n$ and therefore of $A\mathbb{Z}^n$. Hence it equals $Am^{(j)}$ for some integer vector $m^{(j)}$. Setting $M_{ij} = m^{(j)}_i$ puts these vectors side by side as columns, and $A' = AM$. Conversely, if $A' = AM$, then $A'm = A(Mm)$, and $Mm$ is again an integer vector.

**From $U$ to equal lattices.** Let $A' = AU$ with $\det U = \pm 1$. The first step gives $A'\mathbb{Z}^n \subseteq A\mathbb{Z}^n$. The inverse $U^{-1} = \operatorname{adj}(U)/\det U$ has integer entries, because the adjugate $\operatorname{adj}(U)$ is built from integer minors and the division is by $\pm 1$. Since $A = A'U^{-1}$, the first step also gives the opposite inclusion.

**From equal lattices to $U$.** The two inclusions supply integer matrices $M$ and $N$ with $A' = AM$ and $A = A'N$. Therefore $A = AMN$, and
$$\det A = \det A\,\det M\,\det N .$$
Cancelling $\det A \neq 0$ leaves $\det M \det N = 1$. Both factors are integers, so $\det M = \pm 1$, and $U = M$ is the required matrix.

**Uniqueness and volume.** If $AU = AV$, multiplying by $A^{-1}$ from the left gives $U = V$. If $A'\mathbb{Z}^n \subseteq A\mathbb{Z}^n$ is already known, then $A' = AM$ and $|\det A'| = |\det A|\,|\det M|$. The cell volumes agree exactly when $|\det M| = 1$, which is exactly when the lattices coincide.

**The hexagonal cell.** Take $a_1 = (a, 0)$ and $a_2 = (a/2, \sqrt{3}a/2)$, which enclose 60° for $a > 0$. The 120° convention keeps $a_1$ and uses $a_2 - a_1 = (-a/2, \sqrt{3}a/2)$. Thus
$$U = \begin{pmatrix} 1 & -1 \\ 0 & 1 \end{pmatrix}, \qquad \det U = 1,$$
and both conventions describe one lattice.

## What the Lean statements say about crystals

The main theorem is `lattice_eq_iff_unimodular`. In words: for real square matrices `A` and `A'` with `A.det ≠ 0`, the sets `latticePoints A` and `latticePoints A'` are equal if and only if there is an integer matrix `U` whose determinant is $1$ or $-1$ and for which `A' = A * realMatrix U`.

- The type `n` is any finite index set, so the dimension is arbitrary. The columns of `A` are the primitive vectors in Cartesian components.
- `latticePoints A` is the set of points $Am$. The vector `m : n → ℤ` holds the integer coordinates, which are converted to reals before the multiplication.
- `realMatrix U` is the same table of numbers as `U`, read as a real matrix. Keeping `U` in `Matrix n n ℤ` builds integrality into its type.
- The hypothesis `A.det ≠ 0` says that the primitive vectors are linearly independent, so that the cell has nonzero volume.

Equality here means equality of point sets in fixed Cartesian axes, so a rotated copy of a lattice generally counts as a different one. The model contains translations only, with no atoms in the cell, and its numbers are exact.

```lean
import Mathlib

open Matrix

namespace UnimodularBasisChange

noncomputable section

variable {n : Type*} [Fintype n] [DecidableEq n]

/-- The lattice generated by the columns of `A`: all points `A m` with `m` an integer vector. -/
def latticePoints (A : Matrix n n ℝ) : Set (n → ℝ) :=
  {x | ∃ m : n → ℤ, A *ᵥ (fun i => (m i : ℝ)) = x}

/-- An integer matrix read as a real matrix. -/
def realMatrix (M : Matrix n n ℤ) : Matrix n n ℝ :=
  M.map (Int.castRingHom ℝ)

omit [DecidableEq n] in
/-- Products of integer matrices may be taken before or after passing to real entries. -/
theorem realMatrix_mul (M N : Matrix n n ℤ) :
    realMatrix (M * N) = realMatrix M * realMatrix N := by
  unfold realMatrix
  exact Matrix.map_mul

/-- The determinant of an integer matrix is the same number when computed over the reals. -/
theorem realMatrix_det (M : Matrix n n ℤ) : (realMatrix M).det = (M.det : ℝ) :=
  (RingHom.map_det (Int.castRingHom ℝ) M).symm

omit [DecidableEq n] in
/-- An integer matrix sends integer coordinates to integer coordinates. -/
theorem realMatrix_mulVec (M : Matrix n n ℤ) (m : n → ℤ) :
    realMatrix M *ᵥ (fun i => (m i : ℝ)) = fun i => ((M *ᵥ m) i : ℝ) := by
  ext i
  simp [realMatrix, Matrix.mulVec, dotProduct]

/-- The lattice of `A'` is contained in the lattice of `A` exactly when the vectors of `A'` are
integer combinations of those of `A`. -/
theorem lattice_subset_iff (A A' : Matrix n n ℝ) :
    latticePoints A' ⊆ latticePoints A ↔ ∃ M : Matrix n n ℤ, A' = A * realMatrix M := by
  constructor
  · intro h
    -- each column of `A'` is a lattice point, hence has integer coordinates with respect to `A`
    have hcol : ∀ j, ∃ m : n → ℤ, A *ᵥ (fun i => (m i : ℝ)) = fun i => A' i j := by
      intro j
      have hj : (fun i => A' i j) ∈ latticePoints A' := by
        refine ⟨Pi.single j 1, ?_⟩
        ext i
        simp [Matrix.mulVec, dotProduct, Pi.single_apply]
      exact h hj
    choose m hm using hcol
    refine ⟨Matrix.of fun i j => m j i, ?_⟩
    ext i j
    have hij := congrFun (hm j) i
    simpa [realMatrix, Matrix.mul_apply, Matrix.mulVec, dotProduct] using hij.symm
  · rintro ⟨M, rfl⟩ x ⟨m, rfl⟩
    refine ⟨M *ᵥ m, ?_⟩
    rw [← realMatrix_mulVec, Matrix.mulVec_mulVec]

/-- Changing the basis by an integer matrix of determinant `1` or `-1` leaves the set of lattice
points unchanged. -/
theorem lattice_eq_of_unimodular (A : Matrix n n ℝ) (U : Matrix n n ℤ)
    (hU : U.det = 1 ∨ U.det = -1) :
    latticePoints A = latticePoints (A * realMatrix U) := by
  apply Set.Subset.antisymm
  · -- the inverse of `U` is again an integer matrix and leads back to `A`
    refine (lattice_subset_iff _ _).2 ⟨U⁻¹, ?_⟩
    have hone : realMatrix (1 : Matrix n n ℤ) = 1 := by simp [realMatrix]
    rw [Matrix.mul_assoc, ← realMatrix_mul, Matrix.mul_nonsing_inv U (Int.isUnit_iff.2 hU),
      hone, Matrix.mul_one]
  · exact (lattice_subset_iff _ _).2 ⟨U, rfl⟩

/-- For linearly independent primitive vectors `A`, a second set of vectors `A'` generates the same
lattice if and only if `A' = A U` with `U` an integer matrix of determinant `1` or `-1`. -/
theorem lattice_eq_iff_unimodular (A A' : Matrix n n ℝ) (hA : A.det ≠ 0) :
    latticePoints A = latticePoints A' ↔
      ∃ U : Matrix n n ℤ, (U.det = 1 ∨ U.det = -1) ∧ A' = A * realMatrix U := by
  constructor
  · intro h
    obtain ⟨M, hM⟩ := (lattice_subset_iff A A').1 h.symm.subset
    obtain ⟨N, hN⟩ := (lattice_subset_iff A' A).1 h.subset
    -- going to `A'` and back multiplies the determinant by `det M * det N`
    have hdet : A.det = A.det * (M.det : ℝ) * (N.det : ℝ) := by
      have h1 := congrArg Matrix.det hN
      rw [hM, Matrix.det_mul, Matrix.det_mul, realMatrix_det, realMatrix_det] at h1
      exact h1
    have hreal : (M.det : ℝ) * (N.det : ℝ) = 1 :=
      mul_left_cancel₀ hA (by linear_combination -hdet)
    have hint : M.det * N.det = 1 := by exact_mod_cast hreal
    exact ⟨M, Int.isUnit_iff.1 (isUnit_iff_exists_inv.2 ⟨_, hint⟩), hM⟩
  · rintro ⟨U, hU, rfl⟩
    exact lattice_eq_of_unimodular A U hU

/-- The integer matrix that relates two sets of lattice vectors is unique when the first set is
linearly independent. -/
theorem basis_change_unique (A : Matrix n n ℝ) (hA : A.det ≠ 0) (U V : Matrix n n ℤ)
    (h : A * realMatrix U = A * realMatrix V) : U = V := by
  have hu : IsUnit A.det := isUnit_iff_ne_zero.2 hA
  have h2 : realMatrix U = realMatrix V := by
    calc realMatrix U = A⁻¹ * (A * realMatrix U) := by
          rw [← Matrix.mul_assoc, Matrix.nonsing_inv_mul A hu, Matrix.one_mul]
      _ = A⁻¹ * (A * realMatrix V) := by rw [h]
      _ = realMatrix V := by
          rw [← Matrix.mul_assoc, Matrix.nonsing_inv_mul A hu, Matrix.one_mul]
  ext i j
  have hij := congrFun (congrFun h2 i) j
  simpa [realMatrix] using hij

/-- For linearly independent primitive vectors `A`, vectors `A'` chosen from the lattice of `A`
generate all of it if and only if their cell has the same volume as the cell of `A`. -/
theorem lattice_eq_iff_volume (A A' : Matrix n n ℝ) (hA : A.det ≠ 0)
    (hsub : latticePoints A' ⊆ latticePoints A) :
    latticePoints A = latticePoints A' ↔ |A'.det| = |A.det| := by
  rw [lattice_eq_iff_unimodular A A' hA]
  constructor
  · rintro ⟨U, hU, h⟩
    rw [h, Matrix.det_mul, realMatrix_det]
    rcases hU with hU | hU <;> simp [hU]
  · intro h
    obtain ⟨M, hM⟩ := (lattice_subset_iff A A').1 hsub
    rw [hM, Matrix.det_mul, realMatrix_det, abs_mul] at h
    -- the volume ratio is the integer `|det M|`
    have hreal : |(M.det : ℝ)| = 1 :=
      mul_left_cancel₀ (abs_ne_zero.2 hA) (by rw [h, mul_one])
    have hint : |M.det| = 1 := by exact_mod_cast hreal
    exact ⟨M, (abs_eq zero_le_one).1 hint, hM⟩

/-- Equal cell volume alone does not make two lattices equal: the square cell with sides `1, 1` and
the rectangular cell with sides `2, 1/2` generate different lattices. -/
theorem equal_volume_not_sufficient :
    |(!![2, 0; 0, 1/2] : Matrix (Fin 2) (Fin 2) ℝ).det| = |(1 : Matrix (Fin 2) (Fin 2) ℝ).det| ∧
      latticePoints (1 : Matrix (Fin 2) (Fin 2) ℝ) ≠ latticePoints !![2, 0; 0, 1/2] := by
  constructor
  · simp [Matrix.det_fin_two]
  · intro h
    -- the point `(0, 1/2)` belongs to the rectangular lattice only
    have hp : (![0, 1/2] : Fin 2 → ℝ) ∈ latticePoints !![2, 0; 0, 1/2] := by
      refine ⟨![0, 1], ?_⟩
      ext i
      fin_cases i <;> simp [Matrix.mulVec, dotProduct, Fin.sum_univ_succ]
    rw [← h] at hp
    obtain ⟨m, hm⟩ := hp
    rw [Matrix.one_mulVec] at hm
    have h1 : (m 1 : ℝ) = 1/2 := by simpa using congrFun hm 1
    have h2 : 2 * (m 1 : ℝ) = 1 := by linarith
    have h3 : 2 * m 1 = 1 := by exact_mod_cast h2
    omega

/-- The two usual choices of hexagonal cell vectors of length `a`, at 60 and at 120 degrees,
generate the same lattice. -/
theorem hexagonal_conventions_agree (a : ℝ) :
    latticePoints !![a, a / 2; 0, a * √3 / 2] =
      latticePoints !![a, -a / 2; 0, a * √3 / 2] := by
  have hU : (!![a, -a / 2; 0, a * √3 / 2] : Matrix (Fin 2) (Fin 2) ℝ) =
      !![a, a / 2; 0, a * √3 / 2] * realMatrix !![1, -1; 0, 1] := by
    ext i j
    fin_cases i <;> fin_cases j <;>
      simp [realMatrix, Matrix.mul_apply, Fin.sum_univ_succ]
    ring
  rw [hU]
  exact lattice_eq_of_unimodular _ _ (Or.inl (by simp [Matrix.det_fin_two]))

end

end UnimodularBasisChange
```

```lean
#print axioms UnimodularBasisChange.lattice_eq_iff_unimodular
#print axioms UnimodularBasisChange.lattice_eq_iff_volume
#print axioms UnimodularBasisChange.equal_volume_not_sufficient
#print axioms UnimodularBasisChange.hexagonal_conventions_agree
```

```
'UnimodularBasisChange.lattice_eq_iff_unimodular' depends on axioms: [propext, Classical.choice, Quot.sound]
'UnimodularBasisChange.lattice_eq_iff_volume' depends on axioms: [propext, Classical.choice, Quot.sound]
'UnimodularBasisChange.equal_volume_not_sufficient' depends on axioms: [propext, Classical.choice, Quot.sound]
'UnimodularBasisChange.hexagonal_conventions_agree' depends on axioms: [propext, Classical.choice, Quot.sound]
```

## How the proof follows the derivation

Three short lemmas connect integer and real matrices. `realMatrix_mul` and `realMatrix_det` say that products and determinants give the same result before and after the conversion, and `realMatrix_mulVec` says that an integer matrix maps integer coordinates to integer coordinates.

`lattice_subset_iff` is the first step. The unit vector $e_j$ appears as `Pi.single j 1`, which shows that column $j$ of `A'` is a lattice point. The tactic `choose` then picks an integer vector `m j` for every column, and `Matrix.of fun i j => m j i` assembles them into $M$. The converse uses `M *ᵥ m` as the new coordinates.

`lattice_eq_of_unimodular` proves the two inclusions for $A' = AU$. One uses `U` itself and the other uses `U⁻¹`, taken among integer matrices. `Int.isUnit_iff` turns the condition on the determinant into the statement that it is invertible in $\mathbb{Z}$, which is what makes `U⁻¹` a true inverse.

In `lattice_eq_iff_unimodular`, the forward direction obtains `M` and `N` from the two inclusions. `hdet` is the determinant equation above, `mul_left_cancel₀ hA` cancels $\det A$, and `exact_mod_cast` carries $\det M \det N = 1$ from the reals back to the integers. There, a number with a multiplicative inverse must be $1$ or $-1$.

`basis_change_unique` multiplies by `A⁻¹`, and `lattice_eq_iff_volume` reads off $|\det M| = 1$ from the ratio of the volumes. `hexagonal_conventions_agree` checks the matrix product entry by entry and then applies `lattice_eq_of_unimodular`.

## Determinant ±1 without integer entries

A tempting slip is to compute $A^{-1}A'$, find determinant $\pm 1$, and declare the lattices equal. That test compares only the cell volumes. `equal_volume_not_sufficient` gives a case where it fails: for the unit square cell and the rectangular cell with sides $2$ and $1/2$,
$$A^{-1}A' = \begin{pmatrix} 2 & 0 \\ 0 & 1/2 \end{pmatrix}$$
has determinant $1$, yet the point $(0, 1/2)$ belongs to the rectangular lattice only. The same slip can enter a formal statement if `U` is declared as a real matrix: the condition on the determinant still type-checks, but the equivalence becomes false in two or more dimensions.

## Comparing two cells in a program

To test whether two input files describe the same lattice in the same orientation, solve $AX = A'$ for $X$, round the entries to an integer matrix $U$, and check that $AU$ reproduces $A'$ within a chosen tolerance. Then compute $\det U$ in integer arithmetic. A value of $\pm 1$ means that the vectors of $A'$ agree, within that tolerance, with a set of primitive vectors of the lattice of $A$; a larger absolute value means that $A'$ describes a supercell, to the same accuracy.

Many codes store the cell vectors as rows. The relation then reads $A'^{\mathsf T} = U^{\mathsf T}A^{\mathsf T}$, so the integer matrix is transposed and multiplies from the left. Fractional coordinates $f$, defined by $r = Af$, change to $f' = U^{-1}f$ and have to be converted along with the cell.

In an electronic-structure calculation for an ideal, infinitely periodic crystal, a change of cell with $\det U = \pm 1$ keeps the lattice of translations and hence the reciprocal lattice. A k-point mesh specified by subdivisions along the reciprocal cell vectors may still change, so it should be checked when the cell is replaced.
